# For positive definite $A$ and positive semidefinite $B$, the polarizability $b^T(A+aB)^{-1}b$ is nonincreasing and convex in the exchange fraction $a\ge 0$

## Response matrix, polarizability and trial responses

The static polarizability of a molecule measures the dipole that a weak uniform field induces. In a hybrid functional it depends on the fraction $a$ of exact exchange: $a=0$ means none and $a=1$ means full exact exchange. Below, "exchange" is short for exact exchange; at $a=0$ the approximate exchange of the density functional is still present. The problem is how the polarizability changes with $a$.

In linear response, the field enters as a real vector $b$ over occupied–virtual excitations, and the electrons answer with a vector $x_a$ over the same excitations. The response matrix is taken as $A+aB$, where $A$ is the matrix without exact exchange and $B$ is the change on going to full exchange. These are not the $A$ and $B$ blocks of time-dependent density functional theory. Spin and prefactors are absorbed into $b$.

Two conditions are assumed throughout:

- $A$ is symmetric positive definite: the reference state without exact exchange is stable against the excitations considered.
- $B$ is symmetric positive semidefinite: exact exchange never softens the response. This is a condition on the system, since exchange widens orbital gaps but also attracts the electron to the hole.

The matrices and $b$ do not change with $a$. A real hybrid calculation reoptimises the orbitals at each fraction, and that step is missing from the model.

In Lean, the excitations are labelled by a finite type `n`, vectors are functions `n → ℝ`, `⬝ᵥ` is the dot product and `*ᵥ` applies a matrix to a vector. For real matrices, `PosDef` and `PosSemidef` include symmetry.

```lean
import Mathlib

open Matrix

namespace ExchangeFractionPolarizability

noncomputable section

variable {n : Type*} [Fintype n] [DecidableEq n]
```

The response vector is $x_a=(A+aB)^{-1}b$.

```lean
/-- The linear response `(A + a B)⁻¹ b` to the perturbation `b` at exchange fraction `a`,
for an invertible response matrix `A + a B`. -/
def responseVector (A B : Matrix n n ℝ) (b : n → ℝ) (a : ℝ) : n → ℝ :=
  (A + a • B)⁻¹ *ᵥ b
```

The polarizability, for one field direction, is $\alpha(a)=b\cdot x_a$.

```lean
/-- The static polarizability `bᵀ (A + a B)⁻¹ b` at exchange fraction `a`,
for an invertible response matrix `A + a B`. -/
def polarizability (A B : Matrix n n ℝ) (b : n → ℝ) (a : ℝ) : ℝ :=
  b ⬝ᵥ responseVector A B b a
```

For any trial response $x$, the Hylleraas functional is
$$H_a(x)=2\,b\cdot x-x\cdot(A+aB)x .$$
Its sign is chosen so that it is to be maximised; the textbook version, for the second-order energy, is minimised.

```lean
/-- The Hylleraas functional `2 b·x - x·(A + a B) x` of a trial response `x`. -/
def hylleraas (A B : Matrix n n ℝ) (b : n → ℝ) (a : ℝ) (x : n → ℝ) : ℝ :=
  2 * (b ⬝ᵥ x) - x ⬝ᵥ (A + a • B) *ᵥ x
```

## (a) The response equation

Show that for $a\ge 0$ the response vector satisfies
$$(A+aB)\,x_a=b .$$

For $v\ne 0$ we have $v\cdot(A+aB)v=v\cdot Av+a\,v\cdot Bv>0$, because the first term is positive and the second is nonnegative. So $A+aB$ is positive definite, hence invertible, and multiplying $x_a=(A+aB)^{-1}b$ by it gives $b$.

In the code, `hM` is this positive definiteness. It makes the determinant positive, so `⁻¹` is a true inverse.

```lean
variable {A B : Matrix n n ℝ}

/-- For positive definite `A`, positive semidefinite `B` and `a ≥ 0`, the response vector
solves the linear response equation `(A + a B) x = b`. -/
theorem response_equation (hA : A.PosDef) (hB : B.PosSemidef) (b : n → ℝ)
    {a : ℝ} (ha : 0 ≤ a) :
    (A + a • B) *ᵥ responseVector A B b a = b := by
  have hM : (A + a • B).PosDef := hA.add_posSemidef (hB.smul ha)
  unfold responseVector
  rw [Matrix.mulVec_mulVec, Matrix.mul_nonsing_inv _ hM.det_pos.ne'.isUnit,
    Matrix.one_mulVec]
```

## (b) The error of a trial response

Show that for $a\ge 0$ and every $x$
$$\alpha(a)-H_a(x)=(x-x_a)\cdot(A+aB)(x-x_a).$$

Write $M=A+aB$ and $y=x_a$, so $My=b$. By symmetry $y\cdot Mx=x\cdot My=x\cdot b$. Therefore
$$(x-y)\cdot M(x-y)=x\cdot Mx-x\cdot My-y\cdot Mx+y\cdot My=x\cdot Mx-2\,b\cdot x+b\cdot y,$$
which is $\alpha(a)-H_a(x)$.

The cross term is `hs`, and `hy` is the response equation. The two `generalize` steps replace the response vector and matrix by plain letters, as above, before the expansion.

```lean
/-- For positive definite `A`, positive semidefinite `B` and `a ≥ 0`, the polarizability exceeds
the Hylleraas functional by the quadratic form of `A + a B` in the error of the trial response. -/
theorem hylleraas_error (hA : A.PosDef) (hB : B.PosSemidef) (b : n → ℝ)
    {a : ℝ} (ha : 0 ≤ a) (x : n → ℝ) :
    polarizability A B b a - hylleraas A B b a x =
      (x - responseVector A B b a) ⬝ᵥ (A + a • B) *ᵥ (x - responseVector A B b a) := by
  have hM : (A + a • B).PosDef := hA.add_posSemidef (hB.smul ha)
  have hT : (A + a • B)ᵀ = A + a • B := by
    rw [← Matrix.conjTranspose_eq_transpose_of_trivial]
    exact hM.isHermitian
  have hy := response_equation hA hB b ha
  -- symmetry of the response matrix turns the cross term into `x·b`
  have hs : responseVector A B b a ⬝ᵥ (A + a • B) *ᵥ x = x ⬝ᵥ b := by
    rw [Matrix.dotProduct_mulVec, ← Matrix.mulVec_transpose, hT, hy]
    exact dotProduct_comm b x
  unfold polarizability hylleraas
  generalize responseVector A B b a = y at hy hs ⊢
  generalize A + a • B = M at hy hs ⊢
  simp only [Matrix.mulVec_sub, sub_dotProduct, dotProduct_sub, hy, hs]
  rw [dotProduct_comm b x, dotProduct_comm b y]
  ring
```

## (c) The variational bound

Show that for $a\ge 0$ the functional of any trial response $x$ is at most the polarizability:
$$H_a(x)\le\alpha(a).$$

The right-hand side of (b) is a quadratic form of a positive definite matrix, so it is nonnegative. The code takes this nonnegativity as `h` and rewrites it with `hylleraas_error`.

```lean
/-- Hylleraas variational principle: for positive definite `A`, positive semidefinite `B` and
`a ≥ 0`, every trial response gives a lower bound to the polarizability. -/
theorem hylleraas_le (hA : A.PosDef) (hB : B.PosSemidef) (b : n → ℝ)
    {a : ℝ} (ha : 0 ≤ a) (x : n → ℝ) :
    hylleraas A B b a x ≤ polarizability A B b a := by
  have hM : (A + a • B).PosDef := hA.add_posSemidef (hB.smul ha)
  have h := hM.posSemidef.dotProduct_mulVec_nonneg (x - responseVector A B b a)
  rw [star_trivial, ← hylleraas_error hA hB b ha x] at h
  linarith
```

## (d) A line below the curve

Show that for $a,c\ge 0$
$$\alpha(c)\ge\alpha(a)-(c-a)\,x_a\cdot Bx_a .$$

At fixed $x$ the functional is affine in the fraction:
$$H_c(x)=H_a(x)-(c-a)\,x\cdot Bx .$$
Put $x=x_a$. The error in (b) vanishes, so $H_a(x_a)=\alpha(a)$, while (c) at fraction $c$ gives $H_c(x_a)\le\alpha(c)$. Combining the three relations gives the bound.

Here `h1` is the vanishing error and `h2` the variational bound at $c$. The `simp only` step expands both functionals, and `linarith` combines them.

```lean
/-- Tangent bound: for positive definite `A` and positive semidefinite `B`, the response `x` at
fraction `a ≥ 0` bounds the polarizability at any other fraction `c ≥ 0` from below by
the line through its value at `a` with slope `-x·B x`. -/
theorem tangent_le (hA : A.PosDef) (hB : B.PosSemidef) (b : n → ℝ)
    {a c : ℝ} (ha : 0 ≤ a) (hc : 0 ≤ c) :
    polarizability A B b a
        - (c - a) * (responseVector A B b a ⬝ᵥ B *ᵥ responseVector A B b a)
      ≤ polarizability A B b c := by
  have h1 := hylleraas_error hA hB b ha (responseVector A B b a)
  rw [sub_self, zero_dotProduct] at h1
  have h2 := hylleraas_le hA hB b hc (responseVector A B b a)
  -- at a fixed trial response the functional is affine in the exchange fraction
  simp only [hylleraas, Matrix.add_mulVec, Matrix.smul_mulVec, dotProduct_add,
    dotProduct_smul, smul_eq_mul] at h1 h2
  linarith
```

## (e) More exchange, no larger polarizability

Show that
$$0\le a\le c\quad\Longrightarrow\quad\alpha(c)\le\alpha(a).$$

Use (d) with the line drawn at $c$ and evaluated at $a$:
$$\alpha(a)\ge\alpha(c)+(c-a)\,x_c\cdot Bx_c\ge\alpha(c),$$
since $c-a\ge 0$ and $B$ is positive semidefinite.

`AntitoneOn` means nonincreasing, and `Set.Ici 0` is the half-line $[0,\infty)$, so fractions above 1 are included. The product of the two nonnegative factors is `hp`.

```lean
/-- For positive definite `A` and positive semidefinite `B`, the polarizability does not increase
with the exchange fraction `a ≥ 0`. -/
theorem polarizability_antitoneOn (hA : A.PosDef) (hB : B.PosSemidef) (b : n → ℝ) :
    AntitoneOn (polarizability A B b) (Set.Ici 0) := by
  intro a ha c hc hac
  have h := tangent_le hA hB b (Set.mem_Ici.1 hc) (Set.mem_Ici.1 ha)
  have hq := hB.dotProduct_mulVec_nonneg (responseVector A B b c)
  rw [star_trivial] at hq
  have hp := mul_nonneg (sub_nonneg.2 hac) hq
  linarith
```

## (f) Convexity

Show that for $a,c\ge 0$ and weights $s,t\ge 0$ with $s+t=1$
$$\alpha(sa+tc)\le s\,\alpha(a)+t\,\alpha(c).$$

Let $m=sa+tc$ and $q=x_m\cdot Bx_m$. By (d),
$$\alpha(a)\ge\alpha(m)-(a-m)q,\qquad \alpha(c)\ge\alpha(m)-(c-m)q .$$
Multiply by $s$ and $t$ and add. The slope terms cancel because $s(a-m)+t(c-m)=m-m=0$, which leaves the claim.

The weighted inequalities are `h1` and `h2`. `ConvexOn` also asks that the domain be convex, which `convex_Ici 0` supplies.

```lean
/-- For positive definite `A` and positive semidefinite `B`, the polarizability is a convex
function of the exchange fraction `a ≥ 0`. -/
theorem polarizability_convexOn (hA : A.PosDef) (hB : B.PosSemidef) (b : n → ℝ) :
    ConvexOn ℝ (Set.Ici 0) (polarizability A B b) := by
  refine ⟨convex_Ici 0, ?_⟩
  intro a ha c hc s t hs ht hst
  have ha' : 0 ≤ a := ha
  have hc' : 0 ≤ c := hc
  have hm : 0 ≤ s * a + t * c := by positivity
  -- average the tangent at the intermediate fraction over the two end points
  have h1 := mul_le_mul_of_nonneg_left (tangent_le hA hB b hm ha') hs
  have h2 := mul_le_mul_of_nonneg_left (tangent_le hA hB b hm hc') ht
  obtain rfl : t = 1 - s := by linarith
  simp only [smul_eq_mul]
  linarith
```

## (g) Interpolation between no exchange and full exchange

Show that for $0\le t\le 1$
$$\alpha(t)\le(1-t)\,\alpha(0)+t\,\alpha(1).$$

Take the end points $0$ and $1$ in (f), with weights $1-t$ and $t$; the intermediate fraction is then $t$. The code does the same and simplifies the products.

Within this fixed-orbital model, a hybrid polarizability estimated by linear interpolation between the two end-point polarizabilities is therefore never too small.

```lean
/-- For positive definite `A` and positive semidefinite `B`, linear interpolation between the
calculations without exchange and with full exchange never underestimates the polarizability
at a fraction `t` between 0 and 1. -/
theorem polarizability_le_interpolation (hA : A.PosDef) (hB : B.PosSemidef) (b : n → ℝ)
    {t : ℝ} (h0 : 0 ≤ t) (h1 : t ≤ 1) :
    polarizability A B b t ≤
      (1 - t) * polarizability A B b 0 + t * polarizability A B b 1 := by
  have h := (polarizability_convexOn hA hB b).2 (Set.mem_Ici.2 (le_refl (0 : ℝ)))
    (Set.mem_Ici.2 (zero_le_one' ℝ)) (sub_nonneg.2 h1) h0 (by ring)
  simpa only [smul_eq_mul, mul_zero, mul_one, zero_add] using h
```

## (h) When interpolation is exact

Show that for $0<t<1$
$$\alpha(t)=(1-t)\,\alpha(0)+t\,\alpha(1)\quad\Longleftrightarrow\quad Bx_0=0 .$$

Suppose the equality holds. Since the functional is affine in the fraction,
$$\alpha(t)=H_t(x_t)=(1-t)H_0(x_t)+t\,H_1(x_t).$$
By (c), $H_1(x_t)\le\alpha(1)$. If $x_t\ne x_0$, then (b) at zero exchange and the positive definiteness of $A$ give $H_0(x_t)<\alpha(0)$. As $1-t>0$, this would make $\alpha(t)$ strictly smaller than the interpolated value, a contradiction. Hence $x_t=x_0$. The response equations at $0$ and $t$ now read $Ax_0=b$ and $Ax_0+tBx_0=b$, so $tBx_0=0$ and, since $t>0$, $Bx_0=0$.

Conversely, let $Bx_0=0$. The line in (d) at zero exchange is then flat, so $\alpha(c)\ge\alpha(0)$ for all $c\ge 0$, and (e) gives the reverse inequality. The polarizability is constant, and interpolation is exact.

In the code, `hx` is $x_t=x_0$, reached by contradiction with `hg` as the strict inequality and `hl` as the bound at full exchange. The response equations are `e0` and `et`, and `hconst` is the constancy used in the converse.

```lean
/-- For positive definite `A`, positive semidefinite `B` and `0 < t < 1`, linear interpolation is
exact at `t` if and only if `B` annihilates the response vector at zero exchange. -/
theorem interpolation_exact_iff (hA : A.PosDef) (hB : B.PosSemidef) (b : n → ℝ)
    {t : ℝ} (h0 : 0 < t) (h1 : t < 1) :
    polarizability A B b t =
        (1 - t) * polarizability A B b 0 + t * polarizability A B b 1 ↔
      B *ᵥ responseVector A B b 0 = 0 := by
  constructor
  · intro h
    -- the response at `t` must be optimal at zero exchange as well
    have hx : responseVector A B b t = responseVector A B b 0 := by
      by_contra hne
      have hM : (A + (0 : ℝ) • B).PosDef := hA.add_posSemidef (hB.smul le_rfl)
      have hpos := hM.dotProduct_mulVec_pos (sub_ne_zero.2 hne)
      rw [star_trivial, ← hylleraas_error hA hB b le_rfl] at hpos
      have hg := mul_pos (sub_pos.2 h1) hpos
      have hl := mul_le_mul_of_nonneg_left
        (hylleraas_le hA hB b zero_le_one (responseVector A B b t)) h0.le
      have ht := hylleraas_error hA hB b h0.le (responseVector A B b t)
      rw [sub_self, zero_dotProduct] at ht
      simp only [hylleraas, Matrix.add_mulVec, Matrix.smul_mulVec, dotProduct_add,
        dotProduct_smul, smul_eq_mul] at hg hl ht
      linarith
    have e0 := response_equation hA hB b (le_refl (0 : ℝ))
    have et := response_equation hA hB b h0.le
    rw [hx, Matrix.add_mulVec, Matrix.smul_mulVec] at et
    rw [Matrix.add_mulVec, Matrix.smul_mulVec, zero_smul, add_zero] at e0
    rw [e0] at et
    have hz : t • (B *ᵥ responseVector A B b 0) = 0 :=
      add_left_cancel (et.trans (add_zero b).symm)
    exact (smul_eq_zero.1 hz).resolve_left h0.ne'
  · intro h
    -- a vanishing slope at zero exchange makes the polarizability constant
    have hconst : ∀ c : ℝ, 0 ≤ c → polarizability A B b c = polarizability A B b 0 := by
      intro c hc
      have hl := tangent_le hA hB b (le_refl (0 : ℝ)) hc
      rw [h, dotProduct_zero, mul_zero, sub_zero] at hl
      exact le_antisymm (polarizability_antitoneOn hA hB b
        (Set.mem_Ici.2 le_rfl) (Set.mem_Ici.2 hc) hc) hl
    rw [hconst t h0.le, hconst 1 zero_le_one]
    ring

end

end ExchangeFractionPolarizability
```

```lean
#print axioms ExchangeFractionPolarizability.polarizability_convexOn
#print axioms ExchangeFractionPolarizability.polarizability_le_interpolation
#print axioms ExchangeFractionPolarizability.interpolation_exact_iff
```

```
'ExchangeFractionPolarizability.polarizability_convexOn' depends on axioms: [propext, Classical.choice, Quot.sound]
'ExchangeFractionPolarizability.polarizability_le_interpolation' depends on axioms: [propext, Classical.choice, Quot.sound]
'ExchangeFractionPolarizability.interpolation_exact_iff' depends on axioms: [propext, Classical.choice, Quot.sound]
```

## A single excitation

With one excitation, $A=k>0$ and $B=\beta\ge 0$ are numbers and $\alpha(a)=b^2/(k+a\beta)$. Direct subtraction gives the interpolation error
$$(1-t)\,\alpha(0)+t\,\alpha(1)-\alpha(t)=\frac{b^2\,t(1-t)\,\beta^2}{k\,(k+\beta)\,(k+t\beta)} .$$
For $0<t<1$ it vanishes only if $b=0$ or $\beta=0$, which is the condition $Bx_0=\beta b/k=0$ of (h). For $k=\beta=b=1$ and $t=\tfrac12$, interpolation gives $\tfrac34$ and the model's value is $\tfrac23$.
